# A continuous real unit eigenvector changes sign on one turn around a two-state conical intersection

## The Hamiltonian and the half-angle vector

States are real vectors with two components, \(v=(v_0,v_1)\), numbered from 0 as in Lean. The overlap of two states is the dot product \(u\cdot v=u_0v_0+u_1v_1\), and a unit vector satisfies \(v\cdot v=1\). Angles are in radians and are not reduced modulo \(2\pi\).

```lean
import Mathlib

open Matrix
open scoped Real

namespace LonguetHigginsSignChange

noncomputable section
```

These lines load Mathlib and switch on notation: `⬝ᵥ` is the dot product, `*ᵥ` applies a matrix to a vector, and `π` is the usual number.

```lean
/-- The real two-state Hamiltonian at distance `r` and angle `φ` from a conical intersection. -/
def hamiltonian (r φ : ℝ) : Matrix (Fin 2) (Fin 2) ℝ :=
  !![r * Real.cos φ, r * Real.sin φ; r * Real.sin φ, -(r * Real.cos φ)]
```

In ordinary notation,
\[
H(r,\varphi)=\begin{pmatrix} r\cos\varphi & r\sin\varphi\\ r\sin\varphi & -r\cos\varphi\end{pmatrix}.
\]
The trace is zero and the determinant is \(-r^2\), so the energies are \(\pm r\). Over the plane with polar coordinates \((r,\varphi)\) they form a double cone, with the degeneracy at \(r=0\). The type `Matrix (Fin 2) (Fin 2) ℝ` says that this is a real \(2\times2\) matrix. Lean allows any real `r`; it is a distance when it is positive, and then \(+r\) is the upper energy.

```lean
/-- The real state vector with components `cos (φ/2)` and `sin (φ/2)`. -/
def halfAngle (φ : ℝ) : Fin 2 → ℝ := ![Real.cos (φ / 2), Real.sin (φ / 2)]
```

This is \(u(\varphi)=(\cos\tfrac{\varphi}{2},\sin\tfrac{\varphi}{2})\). The type `Fin 2 → ℝ` is a function from the indices 0 and 1 to the real numbers, which is how Lean represents a vector here.

```lean
/-- The half-angle state is normalised. -/
theorem halfAngle_unit (φ : ℝ) : halfAngle φ ⬝ᵥ halfAngle φ = 1 := by
  have h : halfAngle φ ⬝ᵥ halfAngle φ = Real.cos (φ / 2) * Real.cos (φ / 2)
      + Real.sin (φ / 2) * Real.sin (φ / 2) := by
    simp [halfAngle, dotProduct, Fin.sum_univ_two]
  rw [h]
  linear_combination Real.sin_sq_add_cos_sq (φ / 2)
```

The statement is \(u\cdot u=\cos^2\tfrac{\varphi}{2}+\sin^2\tfrac{\varphi}{2}=1\). The tactic `linear_combination` proves an equation by exhibiting it as a combination of known ones, in this case a single trigonometric identity.

## Eigenvectors with eigenvalue \(r\neq0\) are multiples of the half-angle vector

```lean
/-- The Hamiltonian acts as `r (2 |u⟩⟨u| - 1)`, where `u` is the half-angle state. -/
theorem hamiltonian_mulVec (r φ : ℝ) (v : Fin 2 → ℝ) :
    hamiltonian r φ *ᵥ v = (r * (2 * (halfAngle φ ⬝ᵥ v))) • halfAngle φ - r • v := by
  have hcos : Real.cos φ = 2 * Real.cos (φ / 2) ^ 2 - 1 := by
    rw [← Real.cos_two_mul]; congr 1; ring
  have hsin : Real.sin φ = 2 * Real.sin (φ / 2) * Real.cos (φ / 2) := by
    rw [← Real.sin_two_mul]; congr 1; ring
  refine funext (Fin.forall_fin_two.mpr ⟨?_, ?_⟩)
  · simp [hamiltonian, halfAngle, Matrix.mulVec, dotProduct, Fin.sum_univ_two]
    linear_combination r * v 0 * hcos + r * v 1 * hsin
  · simp [hamiltonian, halfAngle, Matrix.mulVec, dotProduct, Fin.sum_univ_two]
    linear_combination r * v 0 * hsin - r * v 1 * hcos
      - 2 * r * v 1 * Real.sin_sq_add_cos_sq (φ / 2)
```

For every vector \(v\),
\[
H(r,\varphi)\,v=2r\,(u\cdot v)\,u-r\,v .
\]
To check this by hand, write \(c=\cos\tfrac{\varphi}{2}\) and \(s=\sin\tfrac{\varphi}{2}\), so that \(\cos\varphi=2c^2-1\) and \(\sin\varphi=2sc\). Component 0 is
\[
r\big[(2c^2-1)v_0+2sc\,v_1\big]=r\big[2c(cv_0+sv_1)-v_0\big].
\]
Component 1 uses \(1-2c^2=2s^2-1\):
\[
r\big[2sc\,v_0+(1-2c^2)v_1\big]=r\big[2s(cv_0+sv_1)-v_1\big].
\]
In Lean, `hcos` and `hsin` are the two double-angle formulas, and the two bullets are the two components.

```lean
/-- For `r ≠ 0`, every real eigenvector with eigenvalue `r` is the half-angle state
multiplied by its overlap with that state. -/
theorem eigenvector_eq_overlap {r φ : ℝ} (hr : r ≠ 0) {v : Fin 2 → ℝ}
    (h : hamiltonian r φ *ᵥ v = r • v) : v = (halfAngle φ ⬝ᵥ v) • halfAngle φ := by
  rw [hamiltonian_mulVec] at h
  funext i
  have hi := congrFun h i
  simp only [Pi.sub_apply, Pi.smul_apply, smul_eq_mul] at hi ⊢
  exact mul_left_cancel₀ hr (by linear_combination -hi / 2)
```

If \(Hv=rv\), the previous formula gives \(2r(u\cdot v)u-rv=rv\), hence \(2rv=2r(u\cdot v)u\). Dividing by \(2r\) leaves
\[
v=(u\cdot v)\,u .
\]
The division needs \(r\neq0\), which is the hypothesis `hr`. At the degeneracy \(H=0\), and every nonzero vector is an eigenvector. The Lean proof cancels `r` with `mul_left_cancel₀`, one component at a time.

```lean
/-- When the angle grows by `n` full turns, the half-angle state is multiplied by `(-1)^n`. -/
theorem halfAngle_add_turns (φ : ℝ) (n : ℤ) :
    halfAngle (φ + n * (2 * π)) = (-1 : ℝ) ^ n • halfAngle φ := by
  have h : (φ + n * (2 * π)) / 2 = φ / 2 + n * π := by ring
  refine funext (Fin.forall_fin_two.mpr ⟨?_, ?_⟩)
  · simp [halfAngle, h, Real.cos_add_int_mul_pi]
  · simp [halfAngle, h, Real.sin_add_int_mul_pi]
```

Adding \(2\pi n\) to \(\varphi\) adds \(n\pi\) to the half angle, and both cosine and sine are then multiplied by \((-1)^n\). Thus \(u(\varphi+2\pi n)=(-1)^n u(\varphi)\). Here `n : ℤ` is an integer, so turns in the negative direction are included.

## The sign after n turns

```lean
/-- Along a path with `r ≠ 0` whose continuous angle grows by `n` full turns, a continuous
real unit eigenvector with eigenvalue `r` is multiplied by `(-1)^n`. -/
theorem sign_change {a b : ℝ} (hab : a ≤ b) {r θ : ℝ → ℝ} {v : ℝ → Fin 2 → ℝ} {n : ℤ}
    (hr : ∀ t ∈ Set.Icc a b, r t ≠ 0) (hθ : ContinuousOn θ (Set.Icc a b))
    (hv : ContinuousOn v (Set.Icc a b)) (hunit : ∀ t ∈ Set.Icc a b, v t ⬝ᵥ v t = 1)
    (heig : ∀ t ∈ Set.Icc a b, hamiltonian (r t) (θ t) *ᵥ v t = r t • v t)
    (hn : θ b = θ a + n * (2 * π)) : v b = (-1 : ℝ) ^ n • v a := by
  have ha : a ∈ Set.Icc a b := ⟨le_rfl, hab⟩
  have hb : b ∈ Set.Icc a b := ⟨hab, le_rfl⟩
  have hrep := fun t ht => eigenvector_eq_overlap (hr t ht) (heig t ht)
  -- the overlap with the half-angle state is continuous
  have hc : ContinuousOn (fun t => halfAngle (θ t) ⬝ᵥ v t) (Set.Icc a b) := by
    have e : (fun t => halfAngle (θ t) ⬝ᵥ v t) =
        fun t => Real.cos (θ t / 2) * v t 0 + Real.sin (θ t / 2) * v t 1 := by
      funext t
      simp [halfAngle, dotProduct, Fin.sum_univ_two]
    rw [e]
    exact ((Real.continuous_cos.comp_continuousOn (hθ.div_const 2)).mul
      (continuousOn_pi.mp hv 0)).add
      ((Real.continuous_sin.comp_continuousOn (hθ.div_const 2)).mul (continuousOn_pi.mp hv 1))
  -- its square is one
  have hsq : ∀ t ∈ Set.Icc a b,
      (halfAngle (θ t) ⬝ᵥ v t) * (halfAngle (θ t) ⬝ᵥ v t) = 1 := by
    intro t ht
    have h := congrArg (fun w => w ⬝ᵥ v t) (hrep t ht)
    simp only [smul_dotProduct, smul_eq_mul] at h
    rw [← h, hunit t ht]
  -- so it cannot jump between 1 and -1
  have hconst : halfAngle (θ b) ⬝ᵥ v b = halfAngle (θ a) ⬝ᵥ v a := by
    have hzero : ∀ t ∈ Set.Icc a b, halfAngle (θ t) ⬝ᵥ v t ≠ 0 := by
      intro t ht h0
      have h := hsq t ht
      rw [h0] at h
      norm_num at h
    rcases mul_self_eq_one_iff.mp (hsq a ha) with h1 | h1 <;>
      rcases mul_self_eq_one_iff.mp (hsq b hb) with h2 | h2
    · rw [h1, h2]
    · obtain ⟨t, ht, h0⟩ := intermediate_value_Icc' hab hc
        (show (0 : ℝ) ∈ Set.Icc _ _ from ⟨by simp only [h2]; norm_num, by simp only [h1]; norm_num⟩)
      exact absurd h0 (hzero t ht)
    · obtain ⟨t, ht, h0⟩ := intermediate_value_Icc hab hc
        (show (0 : ℝ) ∈ Set.Icc _ _ from ⟨by simp only [h1]; norm_num, by simp only [h2]; norm_num⟩)
      exact absurd h0 (hzero t ht)
    · rw [h1, h2]
  calc v b = (halfAngle (θ b) ⬝ᵥ v b) • halfAngle (θ b) := hrep b hb
    _ = (halfAngle (θ a) ⬝ᵥ v a) • ((-1 : ℝ) ^ n • halfAngle (θ a)) := by
        rw [hconst, hn, halfAngle_add_turns]
    _ = (-1 : ℝ) ^ n • ((halfAngle (θ a) ⬝ᵥ v a) • halfAngle (θ a)) := smul_comm _ _ _
    _ = (-1 : ℝ) ^ n • v a := by rw [← hrep a ha]
```

The path is described by a parameter \(t\in[a,b]\), a radius \(r(t)\), an angle \(\theta(t)\) and a state \(v(t)\). The hypotheses read as follows:

- `hr`: the path avoids the intersection, so the two energies never meet on it.
- `hθ` and `hv`: angle and state are continuous on \([a,b]\).
- `hunit` and `heig`: \(v(t)\) is normalised and has eigenvalue \(r(t)\).
- `hn`: the angle grows by \(n\) full turns, \(\theta(b)=\theta(a)+2\pi n\).

The conclusion is \(v(b)=(-1)^n v(a)\). The radius need not return to its initial value; if it does, \(H\) returns to itself. The parameter \(t\) labels points on the path, and no time evolution is involved.

By hand, let \(c(t)=u(\theta(t))\cdot v(t)\), so that \(v(t)=c(t)\,u(\theta(t))\). Taking the dot product with \(v(t)\) gives
\[
1=v\cdot v=c\,(u\cdot v)=c^2 .
\]
So \(c(t)\) is \(1\) or \(-1\) at each point, and it is continuous. If its end values differed, the intermediate value theorem would give a point with \(c=0\), contradicting \(c^2=1\). Hence \(c(b)=c(a)\), and
\[
v(b)=c(b)\,u(\theta(b))=c(a)(-1)^n u(\theta(a))=(-1)^n v(a).
\]

The Lean proof has the same order. The representation of \(v\) is `hrep`, continuity of the overlap is `hc`, and \(c^2=1\) is `hsq`. For `hconst`, `rcases` splits into the four combinations of end values. Two agree at once, and the other two are excluded by the intermediate value theorem. The final `calc` block is the last displayed line above.

```lean
/-- The same factor `(-1)^n` arises for a continuous real unit eigenvector with eigenvalue
`-r`, along a path with `r ≠ 0` whose continuous angle grows by `n` full turns. -/
theorem sign_change_neg {a b : ℝ} (hab : a ≤ b) {r θ : ℝ → ℝ} {v : ℝ → Fin 2 → ℝ} {n : ℤ}
    (hr : ∀ t ∈ Set.Icc a b, r t ≠ 0) (hθ : ContinuousOn θ (Set.Icc a b))
    (hv : ContinuousOn v (Set.Icc a b)) (hunit : ∀ t ∈ Set.Icc a b, v t ⬝ᵥ v t = 1)
    (heig : ∀ t ∈ Set.Icc a b, hamiltonian (r t) (θ t) *ᵥ v t = (-r t) • v t)
    (hn : θ b = θ a + n * (2 * π)) : v b = (-1 : ℝ) ^ n • v a := by
  -- reversing r and shifting the angle by π leaves the Hamiltonian unchanged
  have hH : ∀ s φ : ℝ, hamiltonian (-s) (φ + π) = hamiltonian s φ := by
    intro s φ
    simp [hamiltonian, Real.cos_add_pi, Real.sin_add_pi]
  refine sign_change (r := fun t => -r t) (θ := fun t => θ t + π) hab
    (fun t ht => neg_ne_zero.mpr (hr t ht)) (hθ.add continuousOn_const) hv hunit
    (fun t ht => ?_) ?_
  · simp only [hH]
    exact heig t ht
  · simp only [hn]
    ring
```

The state with eigenvalue \(-r(t)\) obeys the same rule. Since cosine and sine both change sign under a shift by \(\pi\),
\[
H(-r,\theta+\pi)=H(r,\theta).
\]
An eigenvector for \(-r\) is therefore covered by the previous theorem, with radius \(-r\) and angle \(\theta+\pi\). The shifted angle grows by the same \(2\pi n\).

## One turn around the intersection

```lean
/-- Longuet-Higgins sign change: over one turn the Hamiltonian returns to itself, while a
continuous real unit eigenvector with eigenvalue 1 returns with the opposite sign. -/
theorem longuet_higgins {v : ℝ → Fin 2 → ℝ} (hv : ContinuousOn v (Set.Icc 0 (2 * π)))
    (hunit : ∀ φ ∈ Set.Icc 0 (2 * π), v φ ⬝ᵥ v φ = 1)
    (heig : ∀ φ ∈ Set.Icc 0 (2 * π), hamiltonian 1 φ *ᵥ v φ = v φ) :
    hamiltonian 1 (2 * π) = hamiltonian 1 0 ∧ v (2 * π) = -v 0 := by
  refine ⟨by simp [hamiltonian], ?_⟩
  have h := sign_change (r := fun _ => 1) (θ := fun t => t) (n := 1)
    (by positivity) (fun _ _ => one_ne_zero) continuousOn_id hv hunit
    (fun t ht => by rw [one_smul]; exact heig t ht) (by simp)
  rw [h, zpow_one, neg_smul, one_smul]
```

Setting \(r=1\), \(\theta=\varphi\) and \(n=1\) gives
\[
H(1,2\pi)=H(1,0),\qquad v(2\pi)=-v(0).
\]
The symbol `∧` joins the two statements. The first follows from the periodicity of cosine and sine, the second from `sign_change`.

In electronic structure this is the sign that a real adiabatic state acquires around a conical intersection, here for an explicit two-state model. To apply the theorem to a molecule, one must first establish that the two electronic states near the loop are described by such a Hamiltonian, up to an energy common to both, in a real basis that is continuous and single-valued around the loop. The turns that count are those of the angle in this matrix.

```lean
/-- No continuous real unit eigenvector with eigenvalue 1 is single-valued around the loop. -/
theorem no_single_valued_real_state :
    ¬ ∃ v : ℝ → Fin 2 → ℝ, Continuous v ∧ (∀ φ, v (φ + 2 * π) = v φ) ∧
      ∀ φ, v φ ⬝ᵥ v φ = 1 ∧ hamiltonian 1 φ *ᵥ v φ = v φ := by
  rintro ⟨v, hv, hper, h⟩
  have hs := (longuet_higgins hv.continuousOn (fun φ _ => (h φ).1) (fun φ _ => (h φ).2)).2
  have hp := hper 0
  rw [zero_add, hs] at hp
  have hz : ∀ i, v 0 i = 0 := by
    intro i
    have hi := congrFun hp i
    rw [Pi.neg_apply] at hi
    linarith
  have h1 := (h 0).1
  simp [dotProduct, hz] at h1
```

Suppose a continuous real unit eigenvector with eigenvalue 1 were also \(2\pi\)-periodic. Then \(v(0)=v(2\pi)=-v(0)\), so \(v(0)=0\), which contradicts \(v(0)\cdot v(0)=1\). The Lean proof assumes such a `v`, derives `hz`, which says that both components vanish at \(\varphi=0\), and ends in that contradiction.

## A single-valued complex eigenvector

```lean
/-- The half-angle state multiplied by the phase `exp (i φ/2)`. -/
def complexGauge (φ : ℝ) : Fin 2 → ℂ :=
  fun i => Complex.exp (((φ / 2 : ℝ) : ℂ) * Complex.I) * (halfAngle φ i : ℂ)
```

This defines \(w(\varphi)=e^{i\varphi/2}u(\varphi)\), now with complex components.

```lean
/-- With the phase `exp (i φ/2)` the half-angle state becomes a continuous, single-valued,
normalised complex eigenvector with eigenvalue 1. -/
theorem complexGauge_single_valued :
    Continuous complexGauge ∧ (∀ φ, complexGauge (φ + 2 * π) = complexGauge φ) ∧
      ∀ φ, star (complexGauge φ) ⬝ᵥ complexGauge φ = 1 ∧
        (hamiltonian 1 φ).map Complex.ofReal *ᵥ complexGauge φ = complexGauge φ := by
  refine ⟨?_, fun φ => ?_, fun φ => ⟨?_, ?_⟩⟩
  · refine continuous_pi (Fin.forall_fin_two.mpr ⟨?_, ?_⟩) <;>
      simp only [complexGauge, halfAngle, Matrix.cons_val_zero, Matrix.cons_val_one] <;>
      fun_prop
  · -- the phase and the real state both change sign
    have hu : halfAngle (φ + 2 * π) = -halfAngle φ := by
      simpa using halfAngle_add_turns φ 1
    have he : Complex.exp ((((φ + 2 * π) / 2 : ℝ) : ℂ) * Complex.I)
        = -Complex.exp (((φ / 2 : ℝ) : ℂ) * Complex.I) := by
      rw [show (((φ + 2 * π) / 2 : ℝ) : ℂ) * Complex.I
        = ((φ / 2 : ℝ) : ℂ) * Complex.I + π * Complex.I by push_cast; ring,
        Complex.exp_add, Complex.exp_pi_mul_I]
      ring
    funext i
    simp only [complexGauge, he, hu, Pi.neg_apply, Complex.ofReal_neg, neg_mul_neg]
  · have he : (starRingEnd ℂ) (Complex.exp (((φ / 2 : ℝ) : ℂ) * Complex.I))
        * Complex.exp (((φ / 2 : ℝ) : ℂ) * Complex.I) = 1 := by
      rw [Complex.conj_mul', Complex.norm_exp_ofReal_mul_I]
      norm_num
    have h := halfAngle_unit φ
    simp only [dotProduct, Fin.sum_univ_two] at h
    have hu : (halfAngle φ 0 : ℂ) * halfAngle φ 0 + halfAngle φ 1 * halfAngle φ 1 = 1 := by
      exact_mod_cast h
    simp only [dotProduct, Fin.sum_univ_two, Pi.star_apply, complexGauge, star_mul',
      Complex.star_def, Complex.conj_ofReal]
    linear_combination ((halfAngle φ 0 : ℂ) ^ 2 + (halfAngle φ 1 : ℂ) ^ 2) * he + hu
  · have h : hamiltonian 1 φ *ᵥ halfAngle φ = halfAngle φ := by
      rw [hamiltonian_mulVec, halfAngle_unit]
      module
    funext i
    have hi := congrFun h i
    simp only [Matrix.mulVec, dotProduct, Fin.sum_univ_two] at hi
    have hc : (hamiltonian 1 φ i 0 : ℂ) * halfAngle φ 0
        + (hamiltonian 1 φ i 1 : ℂ) * halfAngle φ 1 = halfAngle φ i := by
      exact_mod_cast hi
    simp only [Matrix.mulVec, dotProduct, Fin.sum_univ_two, Matrix.map_apply, complexGauge]
    linear_combination Complex.exp (((φ / 2 : ℝ) : ℂ) * Complex.I) * hc

end

end LonguetHigginsSignChange
```

The theorem collects four properties of \(w\): it is continuous, it is \(2\pi\)-periodic, it is normalised, and it satisfies \(H(1,\varphi)w=w\). The inner product uses `star`, which is complex conjugation, and `.map Complex.ofReal` reads the real matrix as a complex one.

By hand, continuity follows from that of the exponential, cosine and sine. Under \(\varphi\to\varphi+2\pi\) the phase gains \(e^{i\pi}=-1\) and \(u\) gains \(-1\), so
\[
w(\varphi+2\pi)=(-1)(-1)\,w(\varphi)=w(\varphi).
\]
The norm is \(|e^{i\varphi/2}|^2\,(u\cdot u)=1\). Finally, the formula for \(Hv\) with \(r=1\) and \(v=u\) gives \(Hu=2u-u=u\), and multiplying by the phase gives \(Hw=w\). The Lean proof treats the four properties in this order. The obstruction to a continuous, single-valued eigenvector thus belongs to the restriction to real vectors.

## Signs along a computed loop

A numerical eigensolver returns each real eigenvector with an arbitrary sign. A common remedy is to go through the points of the path in order and flip a vector whenever its overlap with the previous one is negative.

For this model, take \(N\ge3\) points \(\varphi_k=2\pi k/N\) with \(k=0,\dots,N-1\), and the eigenvalue 1. After the flips, neighbouring vectors have overlap \(\cos(\pi/N)>0\), but the last and the first have overlap
\[
\cos\frac{(N-1)\pi}{N}=-\cos\frac{\pi}{N}<0 .
\]
The negative overlap at the closing step is the sign change. Flipping the last vector as well only moves it to the step before. No choice of signs makes all the overlaps positive, because each flip changes the sign of two of them and the number of negative ones stays odd.

The test also works without any flips. The product of all \(N\) overlaps around the closed loop is \(-\cos^N(\pi/N)\), whatever signs the solver chose, because each vector occurs in it twice.

```lean
#print axioms LonguetHigginsSignChange.sign_change_neg
#print axioms LonguetHigginsSignChange.no_single_valued_real_state
#print axioms LonguetHigginsSignChange.complexGauge_single_valued
```

```
'LonguetHigginsSignChange.sign_change_neg' depends on axioms: [propext, Classical.choice, Quot.sound]
'LonguetHigginsSignChange.no_single_valued_real_state' depends on axioms: [propext, Classical.choice, Quot.sound]
'LonguetHigginsSignChange.complexGauge_single_valued' depends on axioms: [propext, Classical.choice, Quot.sound]
```
